# A non-interacting one-channel capacitor has single-energy relaxation resistance 1/2, in units of h/e², for every partly open contact

Take a small cavity joined to one lead by a fully open contact. An electron of energy \(E\) enters, makes one round trip and leaves with amplitude \(s(E)=-e^{i\theta(E)}\), where \(\theta(E)=\theta_0+\tau E\). Here \(\theta_0\) is a phase offset and \(\tau\) is the rate at which the phase grows with energy. Drive the cavity at a frequency \(w\), measured as an energy. The response at energy \(E\) is governed by

\[
g(w)=1-\overline{s(E)}\,s(E+w)=1-e^{i\tau w}.
\]

Whenever \(g\neq0\),

\[
\frac1{g(w)}=\frac{1}{1-e^{i\tau w}}=\frac12+\frac i2\cot\frac{\tau w}{2}.
\]

The real part does not contain \(\tau\). All the information about the cavity sits in the imaginary part, because \(e^{i\tau w}\) lies on the unit circle and \(u\mapsto 1/(1-u)\) sends that circle, without the point 1, to the vertical line of real part \(1/2\). A partly reflecting contact changes the point on the circle but does not move it off.

## The cavity and its response

```lean
import Mathlib

open Filter Topology ComplexConjugate

namespace MesoscopicCapacitor

noncomputable section
```

The file loads the Mathlib library and opens the notation for limits and for complex conjugation, written `conj`.

```lean
/-- Phase gathered in one round trip of the cavity at energy `E`. -/
def phase (θ₀ τ E : ℝ) : ℝ := θ₀ + τ * E
```

This is \(\theta(E)=\theta_0+\tau E\), a real function of three real numbers. A phase linear in energy stands for a constant round-trip time, equal to \(\hbar\tau\).

```lean
/-- Reflection amplitude of a single-channel cavity behind a contact with real reflection
amplitude `r`. -/
def scatt (r θ₀ τ E : ℝ) : ℂ :=
  ((r : ℂ) - Complex.exp (phase θ₀ τ E * Complex.I)) /
    (1 - (r : ℂ) * Complex.exp (phase θ₀ τ E * Complex.I))
```

In ordinary notation,

\[
s(E)=\frac{r-e^{i\theta(E)}}{1-r e^{i\theta(E)}} .
\]

The real number \(r\) is the reflection amplitude of the contact, taken independent of energy. For \(|r|<1\) the formula is the sum of direct reflection and all repeated round trips:

\[
s=r-(1-r^2)\sum_{n\ge0}r^n e^{i(n+1)\theta}.
\]

The annotation `(r : ℂ)` regards the real number \(r\) as a complex one.

```lean
/-- Dimensionless admittance `1 - s(E)* s(E + w)` at energy `E` and frequency `w`. -/
def admittance (r θ₀ τ E w : ℝ) : ℂ :=
  1 - conj (scatt r θ₀ τ E) * scatt r θ₀ τ (E + w)
```

This is \(g(w)\) for a general contact, with \(E\) held fixed. In units of \(e^2/h\) it is the scattering factor in the energy integrand of the non-interacting, spinless admittance. A measured admittance also averages over energy with Fermi functions, and that average is not part of this model, nor is the Coulomb interaction.

```lean
/-- Capacitance `τ (1 - r²) / (1 - 2 r cos θ + r²)` at energy `E`, in units of `e²/(2π)`. -/
def capacitance (r θ₀ τ E : ℝ) : ℝ :=
  τ * (1 - r ^ 2) / (1 - 2 * r * Real.cos (phase θ₀ τ E) + r ^ 2)
```

The capacitance is

\[
C=\frac{\tau(1-r^2)}{1-2r\cos\theta(E)+r^2}.
\]

It carries the same unit as \(\tau\), an inverse energy. It equals the energy derivative of the phase of \(s(E)\), so \(C/(2\pi)\) is the density of states of the cavity. The capacitance in ordinary units is \(e^2C/(2\pi)\); it is this density-of-states capacitance, not the geometric one.

## Unitarity of the reflection amplitude

```lean
/-- The sum over repeated round trips has a nonvanishing denominator when `|r| < 1`. -/
lemma den_ne {r : ℝ} (hr : |r| < 1) (x : ℝ) :
    1 - (r : ℂ) * Complex.exp (x * Complex.I) ≠ 0 := by
  intro h
  have h1 := congrArg norm (sub_eq_zero.mp h)
  rw [norm_mul, Complex.norm_exp_ofReal_mul_I, Complex.norm_real, norm_one, mul_one,
    Real.norm_eq_abs] at h1
  linarith
```

The hypothesis `hr : |r| < 1` says that the contact transmits something. If \(1-re^{ix}\) were zero, then \(re^{ix}=1\), and taking moduli would give \(|r|=1\), a contradiction. Lean follows the same route: `intro h` assumes the equality, `congrArg norm` takes moduli, and `linarith` finds the contradiction.

```lean
/-- For `|r| < 1` the complex conjugate of the same denominator does not vanish either. -/
lemma den_conj_ne {r : ℝ} (hr : |r| < 1) (x : ℝ) :
    1 - (r : ℂ) * conj (Complex.exp (x * Complex.I)) ≠ 0 := by
  intro h
  apply den_ne hr x
  have h1 := congrArg conj h
  simpa only [map_sub, map_mul, map_one, map_zero, Complex.conj_ofReal,
    Complex.conj_conj] using h1
```

Conjugating the previous statement gives \(1-re^{-ix}\neq0\).

```lean
/-- A pure phase factor times its conjugate is one. -/
lemma exp_mul_conj (x : ℝ) :
    Complex.exp (x * Complex.I) * conj (Complex.exp (x * Complex.I)) = 1 := by
  rw [Complex.mul_conj, Complex.normSq_eq_norm_sq, Complex.norm_exp_ofReal_mul_I]
  norm_num
```

This is \(e^{ix}e^{-ix}=1\), with the second factor written as a conjugate.

```lean
/-- For `|r| < 1` the reflection amplitude has modulus one at every energy. -/
theorem norm_scatt {r : ℝ} (hr : |r| < 1) (θ₀ τ E : ℝ) : ‖scatt r θ₀ τ E‖ = 1 := by
  have h : scatt r θ₀ τ E * conj (scatt r θ₀ τ E) = 1 := by
    simp only [scatt, map_div₀, map_sub, map_mul, map_one, Complex.conj_ofReal]
    rw [div_mul_div_comm,
      div_eq_one_iff_eq (mul_ne_zero (den_ne hr _) (den_conj_ne hr _))]
    linear_combination (1 - (r : ℂ) ^ 2) * exp_mul_conj (phase θ₀ τ E)
  rw [Complex.mul_conj, Complex.normSq_eq_norm_sq] at h
  have h2 : ‖scatt r θ₀ τ E‖ ^ 2 = 1 := by exact_mod_cast h
  nlinarith [norm_nonneg (scatt r θ₀ τ E)]
```

The theorem states \(|s(E)|=1\): everything that enters comes back out. Write \(z=e^{i\theta(E)}\). By hand,

\[
|r-z|^2=r^2-2r\cos\theta+1=|1-rz|^2,
\]

so numerator and denominator have equal moduli. Lean proves \(s\bar s=1\) by clearing the denominators, which leaves

\[
(r-z)(r-\bar z)-(1-rz)(1-r\bar z)=(1-r^2)(z\bar z-1)=0 .
\]

The tactic `linear_combination` is given the factor \(1-r^2\) and the identity \(z\bar z=1\), and checks the algebra. The last lines pass from \(|s|^2=1\) to \(|s|=1\), using \(|s|\ge0\).

## The admittance in closed form

```lean
/-- Closed form of the admittance at arbitrary frequency, for `|r| < 1`. -/
theorem admittance_eq {r : ℝ} (hr : |r| < 1) (θ₀ τ E w : ℝ) :
    admittance r θ₀ τ E w =
      (1 - (r : ℂ) ^ 2) * (1 - Complex.exp ((τ * w : ℝ) * Complex.I)) /
        ((1 - (r : ℂ) * conj (Complex.exp (phase θ₀ τ E * Complex.I))) *
          (1 - (r : ℂ) * Complex.exp (phase θ₀ τ (E + w) * Complex.I))) := by
  -- the phases at the two energies differ by `τ w`
  have hz : Complex.exp (phase θ₀ τ (E + w) * Complex.I) =
      Complex.exp (phase θ₀ τ E * Complex.I) * Complex.exp ((τ * w : ℝ) * Complex.I) := by
    rw [← Complex.exp_add]
    congr 1
    simp only [phase]
    push_cast
    ring
  have hq : conj (Complex.exp (phase θ₀ τ E * Complex.I)) *
      Complex.exp (phase θ₀ τ (E + w) * Complex.I) =
        Complex.exp ((τ * w : ℝ) * Complex.I) := by
    rw [hz, ← mul_assoc, mul_comm (conj _), exp_mul_conj, one_mul]
  have hne := mul_ne_zero (den_conj_ne hr (phase θ₀ τ E)) (den_ne hr (phase θ₀ τ (E + w)))
  simp only [admittance, scatt, map_div₀, map_sub, map_mul, map_one, Complex.conj_ofReal]
  rw [div_mul_div_comm, eq_div_iff hne, sub_mul, div_mul_cancel₀ _ hne]
  linear_combination (-(1 - (r : ℂ) ^ 2)) * hq
```

Let \(z'=e^{i\theta(E+w)}\). The theorem says

\[
g(w)=\frac{(1-r^2)(1-e^{i\tau w})}{(1-r\bar z)(1-rz')} .
\]

To derive it, put \(1-\bar s(E)s(E+w)\) over the common denominator. The numerator is

\[
(1-r\bar z)(1-rz')-(r-\bar z)(r-z')
=1-r^2-(1-r^2)\bar z z' ,
\]

since the terms linear in \(r\) cancel. The two phases differ by \(\tau w\), so \(\bar zz'=e^{i\tau w}\). In the code, `hz` and `hq` establish this phase relation, `hne` says that the common denominator is nonzero, and `linear_combination` does the cancellation.

```lean
/-- For `|r| < 1` the admittance vanishes exactly when `τ w` is an integer multiple of `2π`. -/
theorem admittance_eq_zero_iff {r : ℝ} (hr : |r| < 1) (θ₀ τ E w : ℝ) :
    admittance r θ₀ τ E w = 0 ↔ ∃ n : ℤ, τ * w = n * (2 * Real.pi) := by
  have hr2 : (1 - (r : ℂ) ^ 2) ≠ 0 := by
    have h : 1 - r ^ 2 ≠ 0 := by nlinarith [(abs_lt.mp hr).1, (abs_lt.mp hr).2]
    exact_mod_cast h
  have hne := mul_ne_zero (den_conj_ne hr (phase θ₀ τ E)) (den_ne hr (phase θ₀ τ (E + w)))
  rw [admittance_eq hr, div_eq_zero_iff, or_iff_left hne, mul_eq_zero, or_iff_right hr2,
    sub_eq_zero, eq_comm, Complex.exp_eq_one_iff]
  refine exists_congr fun n => ?_
  rw [← mul_assoc, ← mul_assoc, mul_left_inj' Complex.I_ne_zero, mul_assoc]
  norm_cast
```

The symbol `↔` means "if and only if". Since \(1-r^2\neq0\), the closed form vanishes exactly when \(e^{i\tau w}=1\), that is, when \(\tau w=2\pi n\) for some integer \(n\). The contact has no influence on these frequencies. The case \(w=0\) is among them.

## Why the real part is one half

```lean
/-- For a complex number `u ≠ 1`, the real part of `1 / (1 - u)` is one half exactly when `u`
has modulus one. -/
theorem re_inv_eq_half_iff {u : ℂ} (hu : u ≠ 1) : (1 / (1 - u)).re = 1 / 2 ↔ ‖u‖ = 1 := by
  have hN : Complex.normSq (1 - u) ≠ 0 := by
    rw [Ne, Complex.normSq_eq_zero, sub_eq_zero]
    exact fun h => hu h.symm
  have hE : Complex.normSq (1 - u) = 1 - 2 * u.re + ‖u‖ ^ 2 := by
    rw [← Complex.normSq_eq_norm_sq, Complex.normSq_apply, Complex.normSq_apply,
      Complex.sub_re, Complex.sub_im, Complex.one_re, Complex.one_im]
    ring
  rw [one_div, Complex.inv_re, div_eq_div_iff hN two_ne_zero, hE, Complex.sub_re,
    Complex.one_re]
  constructor
  · intro h
    nlinarith [norm_nonneg u]
  · intro h
    rw [h]
    ring
```

For complex \(u\neq1\),

\[
\operatorname{Re}\frac1{1-u}=\frac{1-\operatorname{Re}u}{1-2\operatorname{Re}u+|u|^2}.
\]

Setting this equal to \(1/2\) and cross-multiplying gives \(2-2\operatorname{Re}u=1-2\operatorname{Re}u+|u|^2\), which is \(|u|=1\). The steps reverse. In Lean, `hN` says that the denominator is nonzero, `hE` expands it, and `constructor` splits the equivalence into its two directions.

```lean
/-- For `|r| < 1`, wherever the admittance at energy `E` is nonzero, the real part of its inverse is
one half. -/
theorem relaxation_resistance {r : ℝ} (hr : |r| < 1) (θ₀ τ E w : ℝ)
    (hg : admittance r θ₀ τ E w ≠ 0) : (1 / admittance r θ₀ τ E w).re = 1 / 2 := by
  refine (re_inv_eq_half_iff fun h => hg ?_).mpr ?_
  · rw [admittance, h, sub_self]
  · rw [norm_mul, RCLike.norm_conj, norm_scatt hr, norm_scatt hr, one_mul]
```

Now put \(u=\overline{s(E)}\,s(E+w)\). Both factors have modulus one, so \(|u|=1\), and \(g\neq0\) means \(u\neq1\). Hence

\[
\operatorname{Re}\frac1{g(w)}=\frac12
\]

for every \(|r|<1\), every \(\theta_0\), \(\tau\) and \(E\), and every frequency with \(g(w)\neq0\). The hypothesis `hg` is needed because Lean sets \(1/0=0\), whose real part is not \(1/2\).

Restoring units gives \(h/(2e^2)\), the value known as the universal charge relaxation resistance. That name usually refers to the low-frequency response of the whole electron gas at low temperature, whereas the theorem concerns the response at one energy. For this non-interacting single-channel model, the value offers a simple check on a transport code that computes \(s(E)\): a deviation from \(1/2\) signals that \(|\overline{s(E)}\,s(E+w)|\) is not one.

## The capacitance at low frequency

```lean
/-- For `|r| < 1`, the admittance divided by `w` tends to `-i` times the capacitance as `w → 0`. -/
theorem tendsto_admittance_div {r : ℝ} (hr : |r| < 1) (θ₀ τ E : ℝ) :
    Tendsto (fun w : ℝ => admittance r θ₀ τ E w / w) (𝓝[≠] 0)
      (𝓝 (-Complex.I * capacitance r θ₀ τ E)) := by
  -- derivative of the phase factor at zero frequency
  have h1 : HasDerivAt (fun w : ℝ => ((τ * w : ℝ) : ℂ) * Complex.I) (τ * Complex.I) 0 :=
    ((((hasDerivAt_id' (0 : ℝ)).const_mul τ).ofReal_comp).mul_const Complex.I).congr_deriv
      (by simp)
  have h2 : HasDerivAt (fun w : ℝ => Complex.exp (((τ * w : ℝ) : ℂ) * Complex.I))
      (τ * Complex.I) 0 := h1.cexp.congr_deriv (by simp)
  have h3 := hasDerivAt_iff_tendsto_slope_zero.mp h2
  -- the remaining factor is continuous
  have hc : Continuous (fun w : ℝ => (1 - (r : ℂ) ^ 2) /
      ((1 - (r : ℂ) * conj (Complex.exp (phase θ₀ τ E * Complex.I))) *
        (1 - (r : ℂ) * Complex.exp (phase θ₀ τ (E + w) * Complex.I)))) := by
    refine Continuous.div continuous_const ?_
      (fun w => mul_ne_zero (den_conj_ne hr _) (den_ne hr _))
    unfold phase
    fun_prop
  have h4 := (hc.tendsto 0).mono_left (nhdsWithin_le_nhds (s := {0}ᶜ))
  have hD : (1 - (r : ℂ) * conj (Complex.exp (phase θ₀ τ E * Complex.I))) *
      (1 - (r : ℂ) * Complex.exp (phase θ₀ τ E * Complex.I)) =
        ((1 - 2 * r * Real.cos (phase θ₀ τ E) + r ^ 2 : ℝ) : ℂ) := by
    have e1 := exp_mul_conj (phase θ₀ τ E)
    have e2 := Complex.add_conj (Complex.exp (phase θ₀ τ E * Complex.I))
    rw [Complex.exp_ofReal_mul_I_re] at e2
    push_cast at e2 ⊢
    linear_combination (r : ℂ) ^ 2 * e1 - (r : ℂ) * e2
  rw [add_zero, hD] at h4
  have hval : (1 - (r : ℂ) ^ 2) / ((1 - 2 * r * Real.cos (phase θ₀ τ E) + r ^ 2 : ℝ) : ℂ) *
      -(τ * Complex.I) = -Complex.I * capacitance r θ₀ τ E := by
    rw [capacitance]
    push_cast
    ring
  rw [← hval]
  refine (h4.mul h3.neg).congr fun w => ?_
  rw [admittance_eq hr]
  simp only [zero_add, mul_zero, Complex.ofReal_zero, zero_mul, Complex.exp_zero,
    Complex.real_smul, Complex.ofReal_inv]
  ring
```

`Tendsto f (𝓝[≠] 0) (𝓝 a)` reads "\(f(w)\to a\) as \(w\to0\) through nonzero values"; here \(w\) is real. The claim is \(g(w)/w\to-iC\). By hand, split the closed form into two factors:

\[
\frac{g(w)}w=\frac{1-r^2}{(1-r\bar z)(1-rz')}\cdot\frac{1-e^{i\tau w}}{w}.
\]

As \(w\to0\), \(z'\to z\), and the first denominator tends to \(|1-rz|^2=1-2r\cos\theta+r^2\). The second factor tends to minus the derivative of \(e^{i\tau w}\) at zero, which is \(-i\tau\). The product is \(-iC\).

The proof has the same parts. `h2` is the derivative and `h3` turns it into a limit of difference quotients. `hc` and `h4` handle the continuous factor, `hD` evaluates its denominator, and `h4.mul h3.neg` multiplies the limits. The sign corresponds to the time dependence \(e^{-i\omega t}\), for which a capacitor has admittance \(-i\omega C\).

```lean
/-- For `|r| < 1` the denominator of the capacitance is positive. -/
lemma cap_den_pos {r : ℝ} (hr : |r| < 1) (x : ℝ) : 0 < 1 - 2 * r * Real.cos x + r ^ 2 := by
  have h1 : r * Real.cos x ≤ |r| := by
    calc r * Real.cos x ≤ |r * Real.cos x| := le_abs_self _
      _ = |r| * |Real.cos x| := abs_mul _ _
      _ ≤ |r| := mul_le_of_le_one_right (abs_nonneg r) (Real.abs_cos_le_one x)
  nlinarith [sq_abs r, pow_pos (sub_pos.mpr hr) 2]
```

Since \(r\cos x\le|r|\),

\[
1-2r\cos x+r^2\ge(1-|r|)^2>0 .
\]

The `calc` block proves the first inequality and `nlinarith` supplies the square.

```lean
/-- For `|r| < 1` and `τ > 0`, frequency times impedance tends to `i / C` at low frequency, with `C`
the capacitance. -/
theorem tendsto_mul_impedance {r τ : ℝ} (hr : |r| < 1) (hτ : 0 < τ) (θ₀ E : ℝ) :
    Tendsto (fun w : ℝ => (w : ℂ) * (1 / admittance r θ₀ τ E w)) (𝓝[≠] 0)
      (𝓝 (Complex.I / capacitance r θ₀ τ E)) := by
  have hC : 0 < capacitance r θ₀ τ E := by
    have h : 0 < 1 - r ^ 2 := by nlinarith [(abs_lt.mp hr).1, (abs_lt.mp hr).2]
    exact div_pos (mul_pos hτ h) (cap_den_pos hr _)
  have hne : -Complex.I * (capacitance r θ₀ τ E : ℂ) ≠ 0 :=
    mul_ne_zero (neg_ne_zero.mpr Complex.I_ne_zero) (Complex.ofReal_ne_zero.mpr hC.ne')
  have hval : (-Complex.I * (capacitance r θ₀ τ E : ℂ))⁻¹ =
      Complex.I / capacitance r θ₀ τ E := by
    rw [mul_inv, inv_neg, Complex.inv_I, neg_neg, div_eq_mul_inv]
  rw [← hval]
  refine ((tendsto_admittance_div hr θ₀ τ E).inv₀ hne).congr fun w => ?_
  rw [inv_div, div_eq_mul_one_div]
```

Here \(\tau>0\) is assumed, meaning that the electron spends a positive time in the cavity. Then \(C>0\), so the previous limit is nonzero and may be inverted:

\[
\frac{w}{g(w)}\to\frac1{-iC}=\frac iC .
\]

The code proves positivity in `hC` and inverts the limit with `inv₀`. So the real part of \(1/g\) is that of a resistor \(1/2\), and the leading imaginary part at low frequency is that of a capacitor \(C\) in series with it. The match with such a circuit is not complete: expanding the closed form shows that the imaginary part also contains the constant \(r\sin\theta(E)/(1-r^2)\), which does not vanish as \(w\to0\) unless \(r\sin\theta(E)=0\).

## Changing the capacitance through the contact

```lean
/-- At zero phase and for `τ > 0`, the contact with `r = (C - τ)/(C + τ)` satisfies `|r| < 1` and
gives the prescribed positive capacitance `C`. -/
theorem capacitance_tunable {τ C : ℝ} (hτ : 0 < τ) (hC : 0 < C) :
    |(C - τ) / (C + τ)| < 1 ∧ capacitance ((C - τ) / (C + τ)) 0 τ 0 = C := by
  have hs : 0 < C + τ := add_pos hC hτ
  have hr : |(C - τ) / (C + τ)| < 1 := by
    rw [abs_lt, lt_div_iff₀ hs, div_lt_iff₀ hs]
    constructor <;> linarith
  refine ⟨hr, ?_⟩
  rw [capacitance, div_eq_iff (cap_den_pos hr _).ne']
  simp only [phase, mul_zero, add_zero, Real.cos_zero, mul_one]
  have hs' : C + τ ≠ 0 := hs.ne'
  field_simp
  ring

end

end MesoscopicCapacitor
```

The symbol `∧` means "and". Set \(\theta_0=0\) and \(E=0\), so that \(\theta=0\). Then

\[
C=\frac{\tau(1-r^2)}{(1-r)^2}=\tau\,\frac{1+r}{1-r},
\qquad\text{so}\qquad r=\frac{C-\tau}{C+\tau}.
\]

For positive \(C\) and \(\tau\) this \(r\) satisfies \(|r|<1\), as the first half of the theorem states; the second half confirms the capacitance. Every positive \(C\) is therefore reached by some contact, while `relaxation_resistance` keeps the real part of \(1/g\) at \(1/2\) wherever \(g\ne0\). The choice \(C=\tau\) gives \(r=0\), the open cavity of the opening example.

```lean
#print axioms MesoscopicCapacitor.admittance_eq_zero_iff
#print axioms MesoscopicCapacitor.relaxation_resistance
#print axioms MesoscopicCapacitor.tendsto_mul_impedance
#print axioms MesoscopicCapacitor.capacitance_tunable
```

```
'MesoscopicCapacitor.admittance_eq_zero_iff' depends on axioms: [propext, Classical.choice, Quot.sound]
'MesoscopicCapacitor.relaxation_resistance' depends on axioms: [propext, Classical.choice, Quot.sound]
'MesoscopicCapacitor.tendsto_mul_impedance' depends on axioms: [propext, Classical.choice, Quot.sound]
'MesoscopicCapacitor.capacitance_tunable' depends on axioms: [propext, Classical.choice, Quot.sound]
```
